# Linearity of the Fourier coefficients of continuous signals

For two continuous complex-valued signals d(t) and e(t), the lemma says that the Fourier coefficient of order m of the superposition a·d + b·e is a times that of d plus b times that of e, for any complex a and b. The coefficient is (1/T) ∫₀ᵀ exp(−2πimt/T) d(t) dt, with m an integer and T real; the signals need not be periodic, and nothing is assumed about what produces them. The attempt first proves the same linearity for the bare integrals, by moving the constants inside and merging the two integrals into one, and then restores the prefactor 1/T.

The failing Lean file:

```lean
import Mathlib

open Complex ComplexConjugate

namespace HighHarmonicSelection

noncomputable section

/-- The pure harmonic of order `m` of a drive with period `T`. -/
def tone (T : ℝ) (m : ℤ) (t : ℝ) : ℂ :=
  Complex.exp (2 * Real.pi * I * m * t / T)

/-- The Fourier coefficient of order `m` of the signal `d` over one period `T`. -/
def harmonic (T : ℝ) (d : ℝ → ℂ) (m : ℤ) : ℂ :=
  1 / (T : ℂ) * ∫ t in (0 : ℝ)..T, tone T (-m) t * d t

/-- The Fourier coefficients of a superposition of two continuous signals superpose. -/
theorem harmonic_superpose (T : ℝ) {d e : ℝ → ℂ} (hd : Continuous d) (he : Continuous e)
    (a b : ℂ) (m : ℤ) :
    harmonic T (fun t => a * d t + b * e t) m = a * harmonic T d m + b * harmonic T e m := by
  have hτ : Continuous (tone T (-m)) := by
    show Continuous fun t : ℝ => Complex.exp (2 * Real.pi * I * (-m : ℤ) * t / T)
    fun_prop
  have key : ∫ t in (0 : ℝ)..T, tone T (-m) t * (a * d t + b * e t) =
      a * (∫ t in (0 : ℝ)..T, tone T (-m) t * d t) +
        b * ∫ t in (0 : ℝ)..T, tone T (-m) t * e t := by
    rw [← intervalIntegral.integral_const_mul, ← intervalIntegral.integral_const_mul,
      ← intervalIntegral.integral_add
        ((continuous_const.mul (hτ.mul hd)).intervalIntegrable _ _)
        ((continuous_const.mul (hτ.mul he)).intervalIntegrable _ _)]
    congr 1
    ext t
    ring
  unfold harmonic
  rw [key]
  ring

end

end HighHarmonicSelection
```

The error:

```
Main.lean:28:6: error: Tactic `rewrite` failed: Did not find an occurrence of the pattern
  ∫ (x : ℝ) in ?m.261..?m.262, ((fun x => ?m.211) * (tone T (-m) * d)) x ∂?m.258 +
    ∫ (x : ℝ) in ?m.261..?m.262, ((fun x => ?m.239) * (tone T (-m) * e)) x ∂?m.258
in the target expression
  ∫ (t : ℝ) in 0..T, tone T (-m) t * (a * d t + b * e t) =
    (∫ (x : ℝ) in 0..T, a * (tone T (-m) x * d x)) + ∫ (x : ℝ) in 0..T, b * (tone T (-m) x * e x)

T : ℝ
d e : ℝ → ℂ
hd : Continuous d
he : Continuous e
a b : ℂ
m : ℤ
hτ : Continuous (tone T (-m))
⊢ ∫ (t : ℝ) in 0..T, tone T (-m) t * (a * d t + b * e t) =
    (∫ (x : ℝ) in 0..T, a * (tone T (-m) x * d x)) + ∫ (x : ℝ) in 0..T, b * (tone T (-m) x * e x)
```

This version goes through:

```diff
@@ -22,11 +22,15 @@
     show Continuous fun t : ℝ => Complex.exp (2 * Real.pi * I * (-m : ℤ) * t / T)
     fun_prop
+  have i1 : IntervalIntegrable (fun t => a * (tone T (-m) t * d t))
+      MeasureTheory.volume 0 T :=
+    (continuous_const.mul (hτ.mul hd)).intervalIntegrable _ _
+  have i2 : IntervalIntegrable (fun t => b * (tone T (-m) t * e t))
+      MeasureTheory.volume 0 T :=
+    (continuous_const.mul (hτ.mul he)).intervalIntegrable _ _
   have key : ∫ t in (0 : ℝ)..T, tone T (-m) t * (a * d t + b * e t) =
       a * (∫ t in (0 : ℝ)..T, tone T (-m) t * d t) +
         b * ∫ t in (0 : ℝ)..T, tone T (-m) t * e t := by
     rw [← intervalIntegral.integral_const_mul, ← intervalIntegral.integral_const_mul,
-      ← intervalIntegral.integral_add
-        ((continuous_const.mul (hτ.mul hd)).intervalIntegrable _ _)
-        ((continuous_const.mul (hτ.mul he)).intervalIntegrable _ _)]
+      ← intervalIntegral.integral_add i1 i2]
     congr 1
     ext t
```

Diagnosis. The message says that the backward rewrite with `intervalIntegral.integral_add` found no match for its pattern. That lemma takes its integrands from the integrability proofs it is given. Here these were built with `Continuous.mul`, and the integrands came out as products of functions applied to a point, `((fun x => ?m.211) * (tone T (-m) * d)) x`. The goal has products of values instead, `a * (tone T (-m) x * d x)`. The two agree by definition, but `rw` looks for its pattern by form and did not unfold the product of functions to see it.

The repair states the two integrability facts beforehand, as `i1` and `i2`, with the integrands written out as in the goal. The old proofs still serve, since Lean accepts them for the stated types by unfolding the definitions. `intervalIntegral.integral_add i1 i2` then gives a pattern of the same form as the goal, and the rewrite succeeds.
